# The exact law of a finite independence sampler started at a state of maximal importance weight

The chain is modelled here by its law and not by its random trajectories. A distribution on a finite set is a real-valued function on the type `ι`, and one step of the sampler multiplies it by a transition matrix. No probability space is needed, and "the law after $n$ steps" is a finite sum that can be computed.

Let $p$ be the target distribution, for instance Boltzmann weights normalised to sum to one, and $g$ the distribution from which proposals are drawn, whatever the current state. The importance weight $w(y)=p(y)/g(y)$ measures how strongly the proposal undersamples $y$. If $x$ maximizes $w$, with $M=w(x)$ and $r=1-1/M$, then the Metropolis-Hastings chain started at $x$ has after $n$ steps the law
$$(1-r^n)\,p+r^n\,\delta_x ,$$
where $\delta_x$ is the point mass at $x$. For simulations on a finite configuration set, this says how long a start at the most undersampled configuration is remembered.

## Every state has positive target and proposal probability

The hypotheses `hp` and `hg` say that $p$ and $g$ vanish nowhere. Physically, every configuration occurs in the target ensemble, and the proposal can generate each of them. If some $y$ had $p(y)>0$ but $g(y)=0$, a chain started elsewhere would never reach it and could not converge to $p$. Zeros of $p$ would require a convention for the acceptance ratio at those states.

```lean
import Mathlib

open Filter Topology

namespace IndependenceSamplerSharpness

noncomputable section

variable {ι : Type*}

/-- The importance weight `p/g` of a state: target probability over proposal probability. -/
def weight (p g : ι → ℝ) (x : ι) : ℝ := p x / g x

/-- The number `r = 1 - 1/M`, where `M` is the importance weight of the state `x`. -/
def rate (p g : ι → ℝ) (x : ι) : ℝ := 1 - 1 / weight p g x
```

In `rate`, the number $M$ is simply the weight of the given state `x`. That this weight is maximal is a separate hypothesis of the theorems. The acceptance probability is
$$a(x,y)=\min\!\left(1,\frac{p(y)g(x)}{p(x)g(y)}\right).$$

```lean
/-- The Metropolis-Hastings probability of accepting a move from `x` to `y`
when proposals are drawn from `g` independently of the current state. -/
def accept (p g : ι → ℝ) (x y : ι) : ℝ := min 1 (p y * g x / (p x * g y))
```

Multiplying by the positive number $p(x)g(y)$ moves it inside the minimum and gives the accepted flow:
$$p(x)\,g(y)\,a(x,y)=\min\bigl(p(x)g(y),\,p(y)g(x)\bigr).$$
The right-hand side is symmetric in $x$ and $y$, which is detailed balance. In the proof, positivity permits `mul_min_of_nonneg` and the cancellation by `field_simp`.

```lean
/-- The accepted probability flow from `x` to `y` is the smaller of `p(x) g(y)` and
`p(y) g(x)`. -/
theorem accepted_flow {p g : ι → ℝ} (hp : ∀ i, 0 < p i) (hg : ∀ i, 0 < g i) (x y : ι) :
    p x * (g y * accept p g x y) = min (p x * g y) (p y * g x) := by
  have hx := (hp x).ne'
  have hy := (hg y).ne'
  have h : p x * g y * (p y * g x / (p x * g y)) = p y * g x := by field_simp
  unfold accept
  rw [← mul_assoc, mul_min_of_nonneg _ _ (mul_pos (hp x) (hg y)).le, mul_one, h]
```

## The proposal probabilities sum to one

The hypothesis `hg1` says that each step makes exactly one proposal. The kernel is
$$K(x,y)=g(y)a(x,y)+\delta_{yx}\sum_z g(z)\bigl(1-a(x,z)\bigr),$$
with $\delta_{yx}$ equal to 1 for $y=x$ and 0 otherwise: accepted mass goes to the proposed state, and all rejected mass stays at $x$.

```lean
variable [Fintype ι] [DecidableEq ι]

/-- The transition probability of the independence sampler: a proposal `y` drawn from `g` is
accepted or rejected, and after a rejection the chain stays at `x`. -/
def mhKernel (p g : ι → ℝ) (x y : ι) : ℝ :=
  g y * accept p g x y + if y = x then ∑ z, g z * (1 - accept p g x z) else 0
```

The law starts as the point mass at $x$ and is propagated by $K$. The total variation distance is half the sum of the absolute differences.

```lean
/-- The law of the independence sampler after `n` steps when it is started at `x`. -/
def lawAfter (p g : ι → ℝ) (x : ι) : ℕ → ι → ℝ
  | 0 => fun y => if y = x then 1 else 0
  | n + 1 => fun y => ∑ z, lawAfter p g x n z * mhKernel p g z y

/-- The total variation distance between two laws on a finite set. -/
def tvDist (μ ν : ι → ℝ) : ℝ := 1 / 2 * ∑ y, |μ y - ν y|
```

Normalisation of $g$ enters through the invariance of $p$. Collecting the inflow to $y$ and the mass rejected at $y$ gives
$$\sum_z p(z)K(z,y)=\sum_z\bigl[p(z)g(y)a(z,y)+p(y)g(z)-p(y)g(z)a(y,z)\bigr].$$
The first and last terms cancel by the symmetry of the flow, which leaves $p(y)\sum_z g(z)=p(y)$. If $g$ summed to $G\neq1$, the same computation would return $G\,p(y)$, and the step would not conserve probability. In Lean, `h` is the cancellation for one $z$, obtained by `linear_combination` from two instances of `accepted_flow`.

```lean
/-- One step of the sampler leaves the target law `p` unchanged. -/
theorem target_invariant {p g : ι → ℝ} (hp : ∀ i, 0 < p i) (hg : ∀ i, 0 < g i)
    (hg1 : ∑ i, g i = 1) (y : ι) : ∑ z, p z * mhKernel p g z y = p y := by
  simp only [mhKernel, mul_add, Finset.sum_add_distrib, mul_ite, mul_zero,
    Finset.sum_ite_eq, Finset.mem_univ, if_true]
  rw [Finset.mul_sum, ← Finset.sum_add_distrib]
  -- inflow from z and outflow to z cancel
  have h : ∀ z, p z * (g y * accept p g z y) + p y * (g z * (1 - accept p g y z))
      = p y * g z := by
    intro z
    have h1 := accepted_flow hp hg z y
    have h2 := accepted_flow hp hg y z
    rw [min_comm] at h2
    linear_combination h1 - h2
  rw [Finset.sum_congr rfl (fun z _ => h z), ← Finset.mul_sum, hg1, mul_one]
```

## The start has maximal weight, and the target is normalised

The hypothesis `hx` says that no state is undersampled more severely than $x$. Then $p(y)g(x)\le p(x)g(y)$ for every $y$, so the minimum in the flow is always its second entry. Dividing by $p(x)$ gives
$$g(y)\,a(x,y)=\frac{g(x)}{p(x)}\,p(y)=\frac{p(y)}{M}.$$
The accepted mass is therefore proportional to the target.

The hypothesis `hp1`, $\sum_y p(y)=1$, now fixes the total accepted mass at $1/M$ and the rejected mass at $1-1/M=r$. Hence
$$K(x,y)=(1-r)\,p(y)+r\,\delta_{yx}.$$
The acceptance rule uses only ratios of $p$, so the sampler also runs with an unnormalised target. The weight does change with the normalisation, however, and $r$ must be computed from the normalised $p$.

In the next proof, `hacc` is the proportionality, `hrej` is the rejected mass, and the final case split separates $y=x$ from $y\ne x$.

```lean
/-- From a state `x` of maximal weight, one step leads to the mixture `(1 - r) p + r δ_x`. -/
theorem step_from_max {p g : ι → ℝ} (hp : ∀ i, 0 < p i) (hg : ∀ i, 0 < g i)
    (hp1 : ∑ i, p i = 1) (hg1 : ∑ i, g i = 1) {x : ι}
    (hx : ∀ y, weight p g y ≤ weight p g x) (y : ι) :
    mhKernel p g x y = (1 - rate p g x) * p y + rate p g x * (if y = x then 1 else 0) := by
  have hr : rate p g x = 1 - g x / p x := by
    unfold rate weight
    rw [one_div_div]
  have hpx := (hp x).ne'
  have e : p x * (g x / p x) = g x := by field_simp
  -- the accepted mass is proportional to the target
  have hacc : ∀ z, g z * accept p g x z = g x / p x * p z := by
    intro z
    have hle : p z * g x ≤ p x * g z := (div_le_div_iff₀ (hg z) (hg x)).1 (hx z)
    have h1 := accepted_flow hp hg x z
    rw [min_eq_right hle] at h1
    apply mul_left_cancel₀ hpx
    rw [h1]
    linear_combination (-p z) * e
  -- the rejected mass is r
  have hrej : ∑ z, g z * (1 - accept p g x z) = 1 - g x / p x := by
    have h : ∀ z, g z * (1 - accept p g x z) = g z - g x / p x * p z := by
      intro z
      linear_combination -hacc z
    rw [Finset.sum_congr rfl (fun z _ => h z), Finset.sum_sub_distrib, ← Finset.mul_sum,
      hg1, hp1, mul_one]
  unfold mhKernel
  rw [hacc, hrej, hr]
  split_ifs <;> ring
```

Induction gives the law at all times. At $n=0$ it is $\delta_x$, with $r^0=1$ even if $r=0$. If the formula holds at $n$, the part proportional to $p$ is invariant and the point mass makes one step from $x$:
$$(1-r^n)p+r^n\bigl[(1-r)p+r\delta_x\bigr]=(1-r^{n+1})p+r^{n+1}\delta_x .$$

The proof turns on the phrase `induction n generalizing y`. The probability of $y$ at step $n+1$ is a sum over all intermediate states $z$, so the induction hypothesis is needed at every $z$ and not only at the $y$ in the goal. Generalizing makes `ih` a statement about all states, and `simp only [lawAfter, ih]` can then rewrite each term under the sum. The `calc` block follows the displayed line: it splits the sum, applies `target_invariant`, and then applies `step_from_max`.

```lean
/-- Started at a state `x` of maximal weight `M`, the independence sampler has after `n` steps
exactly the law `(1 - r^n) p + r^n δ_x` with `r = 1 - 1/M`. -/
theorem exact_law {p g : ι → ℝ} (hp : ∀ i, 0 < p i) (hg : ∀ i, 0 < g i)
    (hp1 : ∑ i, p i = 1) (hg1 : ∑ i, g i = 1) {x : ι}
    (hx : ∀ y, weight p g y ≤ weight p g x) (n : ℕ) (y : ι) :
    lawAfter p g x n y
      = (1 - rate p g x ^ n) * p y + rate p g x ^ n * (if y = x then 1 else 0) := by
  induction n generalizing y with
  | zero => simp [lawAfter]
  | succ n ih =>
    simp only [lawAfter, ih]
    -- the part in equilibrium stays there, the point mass makes one step
    calc ∑ z, ((1 - rate p g x ^ n) * p z + rate p g x ^ n * (if z = x then 1 else 0))
          * mhKernel p g z y
        = (1 - rate p g x ^ n) * ∑ z, p z * mhKernel p g z y
          + rate p g x ^ n * ∑ z, (if z = x then mhKernel p g z y else 0) := by
          rw [Finset.mul_sum, Finset.mul_sum, ← Finset.sum_add_distrib]
          refine Finset.sum_congr rfl fun z _ => ?_
          split_ifs <;> ring
      _ = (1 - rate p g x ^ n) * p y + rate p g x ^ n * mhKernel p g x y := by
          rw [target_invariant hp hg hg1, Finset.sum_ite_eq', if_pos (Finset.mem_univ x)]
      _ = _ := by
          rw [step_from_max hp hg hp1 hg1 hx]
          ring
```

Without maximality the formula fails, already at the first step. Suppose that it holds at $n=1$ for some $y\neq x$, with $r$ computed from the weight of $x$. Then $g(y)a(x,y)=p(y)g(x)/p(x)$, and multiplication by $p(x)$ gives
$$p(y)g(x)=\min\bigl(p(x)g(y),p(y)g(x)\bigr)\le p(x)g(y),$$
that is, $w(y)\le w(x)$. The theorem `exact_law_iff` combines this with the previous result. Its proof treats $y=x$ separately, where there is nothing to show.

```lean
/-- The law from `x` is `(1 - r^n) p + r^n δ_x` at all times, with `r` computed from the weight
of `x`, if and only if `x` has maximal weight. -/
theorem exact_law_iff {p g : ι → ℝ} (hp : ∀ i, 0 < p i) (hg : ∀ i, 0 < g i)
    (hp1 : ∑ i, p i = 1) (hg1 : ∑ i, g i = 1) (x : ι) :
    (∀ n y, lawAfter p g x n y
      = (1 - rate p g x ^ n) * p y + rate p g x ^ n * (if y = x then 1 else 0))
      ↔ ∀ y, weight p g y ≤ weight p g x := by
  refine ⟨fun h y => ?_, fun hx n y => exact_law hp hg hp1 hg1 hx n y⟩
  by_cases hy : y = x
  · rw [hy]
  -- the first step already determines the order of the weights
  have h1 := h 1 y
  have e : lawAfter p g x 1 y = mhKernel p g x y := by simp [lawAfter]
  rw [e, pow_one] at h1
  simp only [mhKernel, if_neg hy, add_zero, mul_zero] at h1
  have hr : rate p g x = 1 - g x / p x := by
    unfold rate weight
    rw [one_div_div]
  have hpx := (hp x).ne'
  have e2 : p x * (g x / p x) = g x := by field_simp
  have hf := accepted_flow hp hg x y
  rw [h1, hr] at hf
  have h3 : p y * g x = min (p x * g y) (p y * g x) := by
    linear_combination hf - p y * e2
  have h4 : p y * g x ≤ p x * g y := h3.le.trans (min_le_left _ _)
  exact (div_le_div_iff₀ (hg y) (hg x)).2 h4
```

Maximality also makes $r$ nonnegative. Summing $p(z)g(x)\le p(x)g(z)$ over $z$, with both distributions normalised, gives $g(x)\le p(x)$, hence $M\ge1$.

```lean
omit [DecidableEq ι] in
/-- At a state of maximal weight the number `r` is nonnegative. -/
theorem rate_nonneg {p g : ι → ℝ} (hp : ∀ i, 0 < p i) (hg : ∀ i, 0 < g i)
    (hp1 : ∑ i, p i = 1) (hg1 : ∑ i, g i = 1) {x : ι}
    (hx : ∀ y, weight p g y ≤ weight p g x) : 0 ≤ rate p g x := by
  have h : ∑ z, p z * g x ≤ ∑ z, p x * g z :=
    Finset.sum_le_sum fun z _ => (div_le_div_iff₀ (hg z) (hg x)).1 (hx z)
  rw [← Finset.sum_mul, ← Finset.mul_sum, hp1, hg1, one_mul, mul_one] at h
  unfold rate weight
  rw [one_div_div]
  exact sub_nonneg.2 ((div_le_one₀ (hp x)).2 h)
```

The distance to the target follows. The law differs from $p$ by $r^n(1-p(x))$ at $x$ and by $-r^np(y)$ at each $y\neq x$. The absolute values sum to $2r^n(1-p(x))$, and half of this is the total variation distance. The sign of $r$ matters when the absolute values are resolved; the proof does this with `abs_of_nonneg` at $x$ and `abs_of_nonpos` elsewhere.

```lean
/-- Started at a state `x` of maximal weight, the sampler is after `n` steps at total variation
distance exactly `r^n (1 - p(x))` from its target. -/
theorem exact_distance {p g : ι → ℝ} (hp : ∀ i, 0 < p i) (hg : ∀ i, 0 < g i)
    (hp1 : ∑ i, p i = 1) (hg1 : ∑ i, g i = 1) {x : ι}
    (hx : ∀ y, weight p g y ≤ weight p g x) (n : ℕ) :
    tvDist (lawAfter p g x n) p = rate p g x ^ n * (1 - p x) := by
  have hR : 0 ≤ rate p g x ^ n := pow_nonneg (rate_nonneg hp hg hp1 hg1 hx) n
  have hpx : p x ≤ 1 := by
    rw [← hp1]
    exact Finset.single_le_sum (fun i _ => (hp i).le) (Finset.mem_univ x)
  have h : ∀ y, |lawAfter p g x n y - p y|
      = rate p g x ^ n * (p y + if y = x then 1 - 2 * p y else 0) := by
    intro y
    rw [exact_law hp hg hp1 hg1 hx]
    by_cases hy : y = x
    · subst hy
      rw [if_pos rfl, if_pos rfl, abs_of_nonneg]
      · ring
      · have := mul_nonneg hR (sub_nonneg.2 hpx)
        linarith
    · rw [if_neg hy, if_neg hy, abs_of_nonpos]
      · ring
      · have := mul_nonneg hR (hp y).le
        linarith
  unfold tvDist
  rw [Finset.sum_congr rfl (fun y _ => h y), ← Finset.mul_sum, Finset.sum_add_distrib, hp1,
    Finset.sum_ite_eq', if_pos (Finset.mem_univ x)]
  ring
```

## Two states with weights 2 and 2/3

Take $p=(\tfrac12,\tfrac12)$ and $g=(\tfrac14,\tfrac34)$. The first state has the maximal weight $M=2$, so $r=\tfrac12$.

From state 1, a proposal of state 2 is accepted with probability $\tfrac13$, so the chain moves with probability $\tfrac34\cdot\tfrac13=\tfrac14$. From state 2, a proposal of state 1 is always accepted, and the chain again moves with probability $\tfrac14$. Started at state 1, it is there after one step with probability $\tfrac34$, and after two steps with probability
$$\tfrac34\cdot\tfrac34+\tfrac14\cdot\tfrac14=\tfrac58 .$$
The formula gives $(1-\tfrac14)\cdot\tfrac12+\tfrac14=\tfrac58$ as well, and the distance to the target is $\tfrac14\cdot\tfrac12=\tfrac18$.

State 2 has weight $\tfrac23$, which would give $r=-\tfrac12$. For a start there, the formula predicts probability $\tfrac32\cdot\tfrac12=\tfrac34$ of being at state 1 after one step, whereas the true value is $\tfrac14$.

## A geometric bound with nonnegative ratio, and a target not concentrated at the start

The last theorem concerns a convergence guarantee of the form $C\rho^n$, with real constants $C$ and $\rho$, for the distance from the start $x$. It assumes $\rho\ge0$ (`hρ`), as befits a decay factor, and $p(x)<1$ (`hpx`), which means that the target has some mass to be reached away from $x$. The conclusion is $\rho\ge r$.

Suppose instead that $\rho<r$. Then $r>0$ because $\rho\ge0$, and dividing the bound by $r^n$ gives
$$1-p(x)\le C\left(\frac{\rho}{r}\right)^n\longrightarrow0 ,$$
which contradicts $p(x)<1$. In Lean, `hlim` is the limit, `hb` is the inequality for each $n$, and `ge_of_tendsto'` passes to the limit.

A short argument by hand shows that either of the two hypotheses would suffice. If $p(x)=1$, positivity leaves a single state, where $r=0\le\rho$. If $p(x)<1$, the bound at $n=0$ forces $C>0$, and the bound at $n=1$ then forces $\rho\ge0$. With neither, a single state with $C=0$ and $\rho=-1$ satisfies the bound and violates the conclusion.

A guarantee with $\rho\ge0$ that covers every starting state includes $x$, so on a finite set its ratio cannot be smaller than $1-1/M$. The theorems give no upper bound on the distance from starts of smaller weight, and they do not treat continuous configuration spaces.

```lean
/-- If the distance to the target from a state of maximal weight with `p(x) < 1` is bounded by `C
ρ^n` for all `n`, where `ρ ≥ 0`, then `ρ` is at least `r`. -/
theorem rate_optimal {p g : ι → ℝ} (hp : ∀ i, 0 < p i) (hg : ∀ i, 0 < g i)
    (hp1 : ∑ i, p i = 1) (hg1 : ∑ i, g i = 1) {x : ι}
    (hx : ∀ y, weight p g y ≤ weight p g x) (hpx : p x < 1) {C ρ : ℝ} (hρ : 0 ≤ ρ)
    (h : ∀ n, tvDist (lawAfter p g x n) p ≤ C * ρ ^ n) : rate p g x ≤ ρ := by
  by_contra hlt
  have hlt' : ρ < rate p g x := not_le.1 hlt
  have hr : 0 < rate p g x := lt_of_le_of_lt hρ hlt'
  -- a smaller ρ would force 1 - p(x) below a sequence tending to zero
  have hlim : Tendsto (fun n : ℕ => C * (ρ / rate p g x) ^ n) atTop (𝓝 (C * 0)) :=
    (tendsto_pow_atTop_nhds_zero_of_lt_one (div_nonneg hρ hr.le)
      ((div_lt_one₀ hr).2 hlt')).const_mul C
  have hb : ∀ n : ℕ, 1 - p x ≤ C * (ρ / rate p g x) ^ n := by
    intro n
    have hn := h n
    rw [exact_distance hp hg hp1 hg1 hx] at hn
    rw [div_pow, ← mul_div_assoc, le_div_iff₀ (pow_pos hr n), mul_comm]
    exact hn
  have := ge_of_tendsto' hlim hb
  linarith

end

end IndependenceSamplerSharpness
```

```lean
#print axioms IndependenceSamplerSharpness.exact_law
-- 'IndependenceSamplerSharpness.exact_law' depends on axioms: [propext, Classical.choice, Quot.sound]
#print axioms IndependenceSamplerSharpness.exact_law_iff
-- 'IndependenceSamplerSharpness.exact_law_iff' depends on axioms: [propext, Classical.choice, Quot.sound]
#print axioms IndependenceSamplerSharpness.rate_optimal
-- 'IndependenceSamplerSharpness.rate_optimal' depends on axioms: [propext, Classical.choice, Quot.sound]
```
